# The fourth moment of a Fermi ball along a vector depends only on the vector's length, as its fourth power

In `d`-dimensional momentum space, the ground state of a free, isotropic Fermi gas fills a ball of radius `kF` about the origin. The theorem `quartic_scaling` says that the integral of (u·k)⁴ over this ball is ‖u‖⁴ times the integral of (e·k)⁴, for any vector `u` and any unit vector `e`. These are plain integrals over the ball; for `kF` > 0, dividing both sides by its volume gives the same relation between averages. The proof takes a reflection that carries `u` to ‖u‖e, uses it to change variables in the right-hand integral, and then compares the integrands at each `k`.

The failing Lean file:

```lean
import Mathlib

open MeasureTheory Metric Submodule
open scoped InnerProductSpace Real

namespace QuarticScaling

/-- Momentum space in `d` dimensions. -/
abbrev Mom (d : ℕ) := EuclideanSpace ℝ (Fin d)

variable {d : ℕ} {kF : ℝ}

/-- Rotating or reflecting the momentum leaves an integral over the Fermi ball unchanged. -/
theorem integral_comp_isometry (L : Mom d ≃ₗᵢ[ℝ] Mom d) (f : Mom d → ℝ) :
    ∫ k in ball 0 kF, f (L k) = ∫ k in ball 0 kF, f k := by
  have h : L ⁻¹' ball 0 kF = ball 0 kF := by
    ext k
    simp
  have h2 := L.measurePreserving.setIntegral_preimage_emb
    L.toHomeomorph.measurableEmbedding f (ball 0 kF)
  rwa [h] at h2

/-- The fourth moment of the Fermi ball along `u` is `‖u‖ ^ 4` times the fourth moment
along any unit vector `e`. -/
theorem quartic_scaling {e : Mom d} (he : ‖e‖ = 1) (u : Mom d) :
    ∫ k in ball 0 kF, ⟪u, k⟫_ℝ ^ 4 = ‖u‖ ^ 4 * ∫ k in ball 0 kF, ⟪e, k⟫_ℝ ^ 4 := by
  have hn : ‖u‖ = ‖‖u‖ • e‖ := by rw [norm_smul, he, norm_norm, mul_one]
  -- a mirror that carries `u` to the vector of equal length along `e`
  have hL := reflection_sub hn
  rw [← integral_const_mul, ← integral_comp_isometry
    (Submodule.reflection (Submodule.span ℝ {u - ‖u‖ • e})ᗮ)
    (fun k => ‖u‖ ^ 4 * ⟪e, k⟫_ℝ ^ 4)]
  refine integral_congr_ae (Filter.Eventually.of_forall fun k => ?_)
  beta_reduce
  rw [← mul_pow, ← real_inner_smul_left]
  conv_rhs => rw [← hL]
  rw [LinearIsometryEquiv.inner_map_map]

end QuarticScaling
```

Compiling this gives:

```
Main.lean:37:6: error: Tactic `rewrite` failed: Did not find an occurrence of the pattern
  ⟪?f ?x, ?f ?y⟫_?m.238
in the target expression
  ⟪u, k⟫_ℝ ^ 4 = ⟪(ℝ ∙ (u - ‖u‖ • e))ᗮ.reflection u, (ℝ ∙ (u - (ℝ ∙ (u - ‖u‖ • e))ᗮ.reflection u))ᗮ.reflection k⟫_ℝ ^ 4

d : ℕ
kF : ℝ
e : Mom d
he : ‖e‖ = 1
u : Mom d
hn : ‖u‖ = ‖‖u‖ • e‖
hL : (ℝ ∙ (u - ‖u‖ • e))ᗮ.reflection u = ‖u‖ • e
k : Mom d
⊢ ⟪u, k⟫_ℝ ^ 4 = ⟪(ℝ ∙ (u - ‖u‖ • e))ᗮ.reflection u, (ℝ ∙ (u - (ℝ ∙ (u - ‖u‖ • e))ᗮ.reflection u))ᗮ.reflection k⟫_ℝ ^ 4
```

Cause. The last rewrite needs one and the same map `f` on both sides of the inner product, and Lean finds no such pair. The culprit is the step before it, `rw [← hL]`, which replaces every `‖u‖ • e` on the right-hand side by the reflection of `u`. One of these is the left argument of the inner product, as intended, but another sits inside the definition of the reflection applied to `k`. After the rewrite the two reflections are written differently, and `LinearIsometryEquiv.inner_map_map` does not match.

The repair uses `obtain` to get an isometry `L` of which the proof knows only `hL : L u = ‖u‖ • e`. The formula for the reflection no longer appears in the goal, so `← hL` changes only the left argument. This leaves the inner product of `L u` and `L k`, which the lemma turns into that of `u` and `k`.

Dropping `conv_rhs` and merging the rewrites is mere tidying, as is the new comment, which allows for the case where `u` already equals `‖u‖ • e` and the map is the identity.

As a diff, the version that Lean accepts:

```diff
@@ -26,14 +26,11 @@
     ∫ k in ball 0 kF, ⟪u, k⟫_ℝ ^ 4 = ‖u‖ ^ 4 * ∫ k in ball 0 kF, ⟪e, k⟫_ℝ ^ 4 := by
   have hn : ‖u‖ = ‖‖u‖ • e‖ := by rw [norm_smul, he, norm_norm, mul_one]
-  -- a mirror that carries `u` to the vector of equal length along `e`
-  have hL := reflection_sub hn
-  rw [← integral_const_mul, ← integral_comp_isometry
-    (Submodule.reflection (Submodule.span ℝ {u - ‖u‖ • e})ᗮ)
+  -- a reflection, or the identity, that carries `u` to the vector of equal length along `e`
+  obtain ⟨L, hL⟩ : ∃ L : Mom d ≃ₗᵢ[ℝ] Mom d, L u = ‖u‖ • e := ⟨_, reflection_sub hn⟩
+  rw [← integral_const_mul, ← integral_comp_isometry L
     (fun k => ‖u‖ ^ 4 * ⟪e, k⟫_ℝ ^ 4)]
   refine integral_congr_ae (Filter.Eventually.of_forall fun k => ?_)
   beta_reduce
-  rw [← mul_pow, ← real_inner_smul_left]
-  conv_rhs => rw [← hL]
-  rw [LinearIsometryEquiv.inner_map_map]
+  rw [← mul_pow, ← real_inner_smul_left, ← hL, LinearIsometryEquiv.inner_map_map]
 
 end QuarticScaling
```
